# At one k-point, linear mixing of two-band Hamiltonians never bows the gap upward

In a virtual-crystal model with only two bands, the straight line between the end gaps at one k-point is a ceiling for the gap of the mixture at that k-point, known before any intermediate composition is diagonalised. The bound is proved here for end Hamiltonians that are written in the same orthonormal basis and mixed linearly.

Let A and B be the Hermitian 2×2 Hamiltonians of the end compounds, x the fraction of B, and g(H) the distance between the two eigenvalues of H. The claim is that, for 0 ≤ x ≤ 1,

g((1−x)A + xB) ≤ (1−x) g(A) + x g(B).

## The gap as the length of a vector

Number rows and columns 0 and 1, and let λ₀, λ₁ be the eigenvalues of H. The trace and the determinant give

λ₀ + λ₁ = H₀₀ + H₁₁,

λ₀λ₁ = H₀₀H₁₁ − |H₀₁|².

Hence

(λ₀ − λ₁)² = (λ₀ + λ₁)² − 4λ₀λ₁ = (H₀₀ − H₁₁)² + 4|H₀₁|².

The right-hand side is the squared length of the splitting vector

d(H) = (H₀₀ − H₁₁, 2 Re H₀₁, 2 Im H₀₁),

so g(H) = |d(H)|. Write u = d(A) and v = d(B). Each component of d is real-linear in H, so the mixture has splitting vector (1−x)u + xv. The triangle inequality gives

|(1−x)u + xv| ≤ (1−x)|u| + x|v|,

which is the claim.

## Aligned and opposed end compounds

For 0 < x < 1, put p = (1−x)u and q = xv. Squaring shows that |p+q| = |p| + |q| exactly when p·q = |p||q|. Moreover,

| |p|q − |q|p |² = 2|p||q|(|p||q| − p·q).

So equality holds exactly when |p|q = |q|p; if p or q is zero, both conditions hold. Dividing by x(1−x) turns this into

g(A) v = g(B) u.

The gap closes somewhere in [0,1] exactly when

g(A) v = −g(B) u.

If u = 0, both statements are true, with closure at x = 0. Let u ≠ 0. If (1−x)u + xv = 0, then x ≠ 0 and (1−x)|u| = x|v|, so

x|u|v = −(1−x)|u|u = −x|v|u,

and x cancels. Conversely, given the vector condition, take x = |u|/(|u|+|v|). Then

(1−x)u + xv = (|v|u + |u|v)/(|u|+|v|) = 0.

For B = −A the mixture has splitting vector (1−2x)u, and therefore gap |1−2x| g(A). With A = diag(1,−1), u = (2,0,0): both ends have gap 2, and the gap at x = 1/2 is zero.

## Two plane waves at a zone boundary

Take the plane waves k and k−G, where G is a reciprocal lattice vector and |k| = |k−G|. Give both compounds the same lattice and local potentials referred to the same origin. The diagonal elements of each Hamiltonian are then equal, the off-diagonal element is the Fourier component V_G of the potential, and the gap is 2|V_G|. The virtual crystal uses

V_G(x) = (1−x)V_G(A) + xV_G(B).

For illustrative values V_G(A) = 0.2 eV and V_G(B) = −0.1 eV, the end gaps are 0.4 and 0.2 eV. At x = 1/2 the mixture has gap 0.1 eV, against 0.3 eV on the straight line, and the gap closes at x = 2/3.

## Hamiltonians, mixture and gap in Lean

```lean
import Mathlib

open Matrix

namespace VirtualCrystalGap

noncomputable section
```

The gap takes a proof `hA` that the matrix is Hermitian, because Mathlib's real eigenvalues are defined from such a proof. The absolute value makes their order irrelevant.

```lean
/-- The gap of a two-band Hermitian Hamiltonian: the distance between its two eigenvalues. -/
def gap {A : Matrix (Fin 2) (Fin 2) ℂ} (hA : A.IsHermitian) : ℝ :=
  |hA.eigenvalues 0 - hA.eigenvalues 1|
```

The mixture is linear in a real composition `x`; the range of `x` is imposed in the theorems that need it. This model leaves out disorder, a composition-dependent lattice constant and any self-consistent response of the potential.

```lean
/-- The virtual-crystal Hamiltonian at composition `x`: the linear interpolation
between the end compounds `A` and `B`. -/
def virtualCrystal (x : ℝ) (A B : Matrix (Fin 2) (Fin 2) ℂ) : Matrix (Fin 2) (Fin 2) ℂ :=
  (1 - x) • A + x • B
```

The type `EuclideanSpace ℝ (Fin 3)` supplies the Euclidean length for d(H).

```lean
/-- The splitting vector of a two-band Hamiltonian: the difference of the on-site energies,
and twice the real and imaginary parts of the interband coupling. -/
def splitting (A : Matrix (Fin 2) (Fin 2) ℂ) : EuclideanSpace ℝ (Fin 3) :=
  !₂[(A 0 0).re - (A 1 1).re, 2 * (A 0 1).re, 2 * (A 0 1).im]
```

Real weights preserve hermiticity, so the mixture has a gap in the same sense as its ends.

```lean
/-- The virtual crystal of two Hermitian Hamiltonians is Hermitian. -/
theorem virtualCrystal_isHermitian {A B : Matrix (Fin 2) (Fin 2) ℂ}
    (hA : A.IsHermitian) (hB : B.IsHermitian) (x : ℝ) :
    (virtualCrystal x A B).IsHermitian := by
  simp only [virtualCrystal, Matrix.IsHermitian, Matrix.conjTranspose_add,
    Matrix.conjTranspose_smul, star_trivial, hA.eq, hB.eq]
```

## From eigenvalues to the splitting vector

The squared length is first written out in matrix elements.

```lean
/-- The squared length of the splitting vector in terms of the matrix elements. -/
theorem splitting_norm_sq (A : Matrix (Fin 2) (Fin 2) ℂ) :
    ‖splitting A‖ ^ 2 =
      ((A 0 0).re - (A 1 1).re) ^ 2 + (2 * (A 0 1).re) ^ 2 + (2 * (A 0 1).im) ^ 2 := by
  rw [EuclideanSpace.norm_sq_eq, Fin.sum_univ_three]
  simp only [Real.norm_eq_abs, sq_abs]
  rfl
```

In the next proof, `ht` and `hd` are the trace and determinant identities, reduced to their real parts. Hermiticity makes the diagonal real and ties the element `A 1 0` to `A 0 1`. Both sides of the goal are nonnegative, so it suffices to compare squares; the final `linear_combination` is the elimination of λ₀ + λ₁ and λ₀λ₁ done above.

```lean
/-- The gap of a Hermitian two-band Hamiltonian is the length of its splitting vector. -/
theorem gap_eq_norm {A : Matrix (Fin 2) (Fin 2) ℂ} (hA : A.IsHermitian) :
    gap hA = ‖splitting A‖ := by
  -- trace and determinant fix the sum and the product of the eigenvalues
  have ht : A.trace = ((hA.eigenvalues 0 : ℝ) : ℂ) + ((hA.eigenvalues 1 : ℝ) : ℂ) :=
    hA.trace_eq_sum_eigenvalues.trans (Fin.sum_univ_two _)
  have hd : A.det = ((hA.eigenvalues 0 : ℝ) : ℂ) * ((hA.eigenvalues 1 : ℝ) : ℂ) :=
    hA.det_eq_prod_eigenvalues.trans (Fin.prod_univ_two _)
  rw [Matrix.trace_fin_two] at ht
  rw [Matrix.det_fin_two] at hd
  replace ht := congrArg Complex.re ht
  replace hd := congrArg Complex.re hd
  simp only [Complex.add_re, Complex.ofReal_re] at ht
  simp only [Complex.sub_re, Complex.mul_re, Complex.ofReal_re, Complex.ofReal_im] at hd
  -- hermiticity of the matrix elements
  have h0 : -(A 0 0).im = (A 0 0).im := congrArg Complex.im (hA.apply 0 0)
  have h00 : (A 0 0).im = 0 := by linarith
  have hr : (A 0 1).re = (A 1 0).re :=
    (Complex.conj_re (A 0 1)).symm.trans (congrArg Complex.re (hA.apply 1 0))
  have hi : -(A 0 1).im = (A 1 0).im := congrArg Complex.im (hA.apply 1 0)
  rw [h00, ← hr, ← hi] at hd
  unfold gap
  refine (sq_eq_sq₀ (abs_nonneg _) (norm_nonneg _)).1 ?_
  rw [sq_abs, splitting_norm_sq]
  linear_combination 4 * hd -
    ((A 0 0).re + (A 1 1).re + hA.eigenvalues 0 + hA.eigenvalues 1) * ht
```

Linearity of the splitting vector is checked component by component.

```lean
/-- The splitting vector of the virtual crystal interpolates linearly between the
splitting vectors of the end compounds. -/
theorem splitting_virtualCrystal (x : ℝ) (A B : Matrix (Fin 2) (Fin 2) ℂ) :
    splitting (virtualCrystal x A B) = (1 - x) • splitting A + x • splitting B := by
  ext i
  fin_cases i <;> simp [splitting, virtualCrystal] <;> ring
```

## The bound and its equality case

The main theorem assumes two Hermitian matrices and 0 ≤ x ≤ 1. After the gaps are rewritten as lengths, `norm_add_le` is the triangle inequality, and the bounds on `x` let the weights come out of the norms without absolute values.

```lean
/-- No upward bowing: for Hermitian two-band end compounds and a composition between 0 and 1,
the gap of the virtual crystal is at most the linear interpolation of the end gaps. -/
theorem gap_virtualCrystal_le {A B : Matrix (Fin 2) (Fin 2) ℂ}
    (hA : A.IsHermitian) (hB : B.IsHermitian) {x : ℝ} (hx0 : 0 ≤ x) (hx1 : x ≤ 1) :
    gap (virtualCrystal_isHermitian hA hB x) ≤ (1 - x) * gap hA + x * gap hB := by
  simp only [gap_eq_norm, splitting_virtualCrystal]
  refine (norm_add_le _ _).trans (le_of_eq ?_)
  rw [norm_smul, norm_smul, Real.norm_of_nonneg (sub_nonneg.2 hx1), Real.norm_of_nonneg hx0]
```

The bound concerns two levels at one k-point. With three levels, the gap between the lower two can bow upward: diag(0,0,1) and diag(0,1,0) both have zero lower gap, but their equal mixture has lower gap 1/2.

For the equality case, `SameRay` lemmas replace the dot-product argument: equality in the triangle inequality means that the weighted vectors lie on one ray. The positive factor x(1−x) is then cancelled or restored.

```lean
/-- For Hermitian two-band end compounds and a composition strictly between 0 and 1, the gap of the
virtual crystal equals the linear interpolation of the end gaps exactly when the two splitting
vectors, each weighted by the gap of the other compound, coincide. -/
theorem gap_virtualCrystal_eq_iff {A B : Matrix (Fin 2) (Fin 2) ℂ}
    (hA : A.IsHermitian) (hB : B.IsHermitian) {x : ℝ} (hx0 : 0 < x) (hx1 : x < 1) :
    gap (virtualCrystal_isHermitian hA hB x) = (1 - x) * gap hA + x * gap hB ↔
      gap hA • splitting B = gap hB • splitting A := by
  simp only [gap_eq_norm, splitting_virtualCrystal]
  generalize splitting A = u
  generalize splitting B = v
  have hy : 0 < 1 - x := sub_pos.2 hx1
  have e1 : ‖(1 - x) • u‖ = (1 - x) * ‖u‖ := by rw [norm_smul, Real.norm_of_nonneg hy.le]
  have e2 : ‖x • v‖ = x * ‖v‖ := by rw [norm_smul, Real.norm_of_nonneg hx0.le]
  -- equality in the triangle inequality means that the vectors lie on one ray
  rw [← e1, ← e2, ← sameRay_iff_norm_add, sameRay_iff_norm_smul_eq, e1, e2]
  constructor
  · intro h
    have h' : (x * (1 - x)) • (‖u‖ • v) = (x * (1 - x)) • (‖v‖ • u) := by
      linear_combination (norm := module) h
    exact smul_right_injective _ (mul_pos hx0 hy).ne' h'
  · intro h
    linear_combination (norm := module) (x * (1 - x)) • h
```

## Where the gap closes

The existential statement asks for a composition in the closed interval, ends included, and neither end needs to be gapped. The proof treats u = 0 separately. Otherwise, `hn` is the balance of lengths in the forward direction, and the converse supplies the composition `‖u‖ / s` with s = |u| + |v|.

```lean
/-- For Hermitian two-band end compounds, the gap of the virtual crystal closes at some composition
between 0 and 1, ends included, exactly when the two splitting vectors, each weighted by the gap of
the other compound, are opposite. -/
theorem gap_closes_iff {A B : Matrix (Fin 2) (Fin 2) ℂ}
    (hA : A.IsHermitian) (hB : B.IsHermitian) :
    (∃ x ∈ Set.Icc (0 : ℝ) 1, gap (virtualCrystal_isHermitian hA hB x) = 0) ↔
      gap hA • splitting B = -(gap hB • splitting A) := by
  simp only [gap_eq_norm, splitting_virtualCrystal, norm_eq_zero]
  generalize splitting A = u
  generalize splitting B = v
  by_cases hu : u = 0
  · subst hu
    exact ⟨fun _ => by simp, fun _ => ⟨0, by simp, by simp⟩⟩
  constructor
  · rintro ⟨x, ⟨hx0, hx1⟩, h⟩
    have hx : x ≠ 0 := by
      rintro rfl
      exact hu (by simpa using h)
    have hn : (1 - x) * ‖u‖ = x * ‖v‖ := by
      have h1 := congrArg norm (eq_neg_of_add_eq_zero_left h)
      rwa [norm_neg, norm_smul, norm_smul, Real.norm_of_nonneg (sub_nonneg.2 hx1),
        Real.norm_of_nonneg hx0] at h1
    have h' : x • (‖u‖ • v) = x • (-(‖v‖ • u)) := by
      calc x • (‖u‖ • v)
          = ‖u‖ • ((1 - x) • u + x • v) - ((1 - x) * ‖u‖) • u := by module
        _ = x • (-(‖v‖ • u)) := by rw [h, hn]; module
    exact smul_right_injective _ hx h'
  · intro h
    -- the gap closes where the weighted end gaps balance
    obtain ⟨s, hs⟩ : ∃ s, s = ‖u‖ + ‖v‖ := ⟨_, rfl⟩
    have hup : 0 < ‖u‖ := norm_pos_iff.2 hu
    have hvp : 0 ≤ ‖v‖ := norm_nonneg v
    have hsp : 0 < s := by linarith
    have e : 1 - ‖u‖ / s = ‖v‖ / s := by
      rw [eq_div_iff hsp.ne', sub_mul, div_mul_cancel₀ _ hsp.ne']
      linarith
    refine ⟨‖u‖ / s, ⟨by positivity, (div_le_one hsp).2 (by linarith)⟩, ?_⟩
    calc (1 - ‖u‖ / s) • u + (‖u‖ / s) • v
        = s⁻¹ • (‖v‖ • u + ‖u‖ • v) := by rw [e]; module
      _ = 0 := by rw [h, add_neg_cancel, smul_zero]
```

## Inverted end compounds

Changing the sign of the Hamiltonian reverses its splitting vector.

```lean
/-- Reversing the sign of a Hamiltonian reverses its splitting vector. -/
theorem splitting_neg (A : Matrix (Fin 2) (Fin 2) ℂ) : splitting (-A) = -splitting A := by
  ext i
  fin_cases i <;> simp [splitting]
  ring
```

The formula for B = −A follows by collecting the coefficient 1−2x, and it holds for every real `x`.

```lean
/-- Between a Hermitian two-band Hamiltonian and its negative, the gap at composition `x`
is `|1 - 2x|` times the gap of the end compound. -/
theorem gap_inverted {A : Matrix (Fin 2) (Fin 2) ℂ} (hA : A.IsHermitian) (x : ℝ) :
    gap (virtualCrystal_isHermitian hA hA.neg x) = |1 - 2 * x| * gap hA := by
  rw [gap_eq_norm, gap_eq_norm, splitting_virtualCrystal, splitting_neg,
    ← Real.norm_eq_abs, ← norm_smul]
  congr 1
  module
```

The example is defined and shown to be Hermitian entry by entry.

```lean
/-- The two-band Hamiltonian `diag(1, -1)`. -/
def endCompound : Matrix (Fin 2) (Fin 2) ℂ := !![1, 0; 0, -1]

/-- The Hamiltonian `diag(1, -1)` is Hermitian. -/
theorem endCompound_isHermitian : endCompound.IsHermitian := by
  ext i j
  fin_cases i <;> fin_cases j <;> simp [endCompound]
```

The last theorem joins the three values. The length 2 comes from its square, the sign change preserves it, and the inversion formula gives zero at the midpoint. Two gapped ends therefore do not guarantee a gapped mixture, even in this two-band model.

```lean
/-- The end compounds `diag(1, -1)` and `diag(-1, 1)` both have gap 2, yet the gap of their
virtual crystal vanishes at `x = 1/2`. -/
theorem gapped_ends_closed_middle :
    gap endCompound_isHermitian = 2 ∧ gap endCompound_isHermitian.neg = 2 ∧
      gap (virtualCrystal_isHermitian endCompound_isHermitian
        endCompound_isHermitian.neg (1 / 2)) = 0 := by
  have h : ‖splitting endCompound‖ = 2 := by
    refine (sq_eq_sq₀ (norm_nonneg _) (by norm_num)).1 ?_
    rw [splitting_norm_sq]
    norm_num [endCompound]
  refine ⟨by rw [gap_eq_norm, h], by rw [gap_eq_norm, splitting_neg, norm_neg, h], ?_⟩
  rw [gap_inverted endCompound_isHermitian]
  norm_num

end

end VirtualCrystalGap
```

```lean
#print axioms VirtualCrystalGap.gap_virtualCrystal_le
#print axioms VirtualCrystalGap.gap_virtualCrystal_eq_iff
#print axioms VirtualCrystalGap.gap_closes_iff
#print axioms VirtualCrystalGap.gapped_ends_closed_middle
```

```
'VirtualCrystalGap.gap_virtualCrystal_le' depends on axioms: [propext, Classical.choice, Quot.sound]
'VirtualCrystalGap.gap_virtualCrystal_eq_iff' depends on axioms: [propext, Classical.choice, Quot.sound]
'VirtualCrystalGap.gap_closes_iff' depends on axioms: [propext, Classical.choice, Quot.sound]
'VirtualCrystalGap.gapped_ends_closed_middle' depends on axioms: [propext, Classical.choice, Quot.sound]
```
